# Short Arnoldi recurrences when A* is a polynomial in A

## Three vectors and a self-adjoint operator

Take a self-adjoint operator A and three orthonormal vectors q_0, q_1, q_2, built so that A q_0 is a combination of q_0 and q_1 only. Then

⟨q_0, A q_2⟩ = ⟨A q_0, q_2⟩ = 0,

because A q_0 has no component along q_2. When A q_2 is orthogonalised against the earlier vectors, there is nothing to subtract along q_0.

Self-adjointness was used only to move A to the left slot, where it acted on a vector with a small index. Now take a longer orthonormal list in which A carries each vector q_j except the last into the span of q_0, …, q_(j+1), and let the adjoint be a polynomial p(A) of degree at most s. The left slot then contains p(A) q_0. This reaches at most q_s, so ⟨q_0, A q_j⟩ still vanishes for every q_j in the list with j > s.

## From A* = p(A) to a short recurrence

Let A act on a finite-dimensional complex inner product space, with the inner product conjugate-linear in its first argument. Let q_0, …, q_(m−1) be orthonormal, and write V_l for the span of q_0, …, q_l. Assume that A q_j lies in V_(j+1) whenever j + 1 < m, and that A* = p(A) with deg p ≤ s. The claim is

⟨q_i, A q_j⟩ = 0 whenever i + s < j < m.

**Reach of p(A).** If l + 1 < m, then A maps V_l into V_(l+1), since each A q_j with j ≤ l lies in V_(j+1), which is contained in V_(l+1). By induction A^k q_i lies in V_(i+k) as long as i + k < m. Writing p(A) = Σ_k c_k A^k with k ≤ s, we find that p(A) q_i lies in V_(i+s) if i + s < m.

**Vanishing coefficients.** Let i + s < j < m and expand p(A) q_i = Σ_(k ≤ i+s) a_k q_k. Then

⟨q_i, A q_j⟩ = ⟨A* q_i, q_j⟩ = ⟨p(A) q_i, q_j⟩ = Σ_(k ≤ i+s) conj(a_k) ⟨q_k, q_j⟩ = 0,

since every k in the sum is smaller than j.

**The recurrence.** For j + 1 < m the vector A q_j lies in V_(j+1). Taking its inner product with each q_i identifies the expansion coefficients:

A q_j = Σ_(i=0)^(j+1) ⟨q_i, A q_j⟩ q_i.

The terms with i < j − s are zero. Isolating the last term gives

⟨q_(j+1), A q_j⟩ q_(j+1) = A q_j − Σ_(i=max(0, j−s))^j ⟨q_i, A q_j⟩ q_i.

The sum has at most s + 1 terms, including the one along q_j itself. In the Arnoldi iteration the coefficient on the left is the norm of the right-hand side, and dividing by it yields q_(j+1) as long as it is nonzero.

For self-adjoint A we have p(X) = X and s = 1, which is the Lanczos recurrence. For a Hermitian Hamiltonian in a finite basis, this means that in exact arithmetic it is enough to orthogonalise against at most two vectors per step. Rounding errors, which can destroy orthogonality in long runs, are not part of the model.

The same argument covers powers of A. Since (A^k)* = p(A)^k has degree at most ks in A, ⟨q_i, A^k q_j⟩ = 0 whenever i + ks < j < m.

## Eigenvalues and the degree of p

Suppose A has an orthonormal eigenbasis, A b_i = λ_i b_i. Then A* b_i = conj(λ_i) b_i, because ⟨b_k, A* b_i⟩ = ⟨A b_k, b_i⟩ = conj(λ_k) ⟨b_k, b_i⟩. Lagrange interpolation supplies a polynomial with p(λ) = conj(λ) at each distinct eigenvalue λ, of degree below the number d of distinct eigenvalues. Since p(A) b_i = p(λ_i) b_i = conj(λ_i) b_i, the operators p(A) and A* agree on a basis and are equal.

This general bound saves nothing by itself: a Krylov space of A has dimension at most d, so a window of d vectors already contains the whole history. The gain comes when a much lower degree suffices. If all eigenvalues lie on a straight line in the complex plane, conjugation on that line is an affine function of λ, and s = 1 is enough.

An example is A = 1 + iH with H Hermitian and i the imaginary unit, for which A* = 1 − iH = 2 − A. Matrices of this kind, with a time step multiplying H, occur in implicit propagation of the Schrödinger equation with a finite, time-independent Hamiltonian matrix.

## Spans, bases and windows in Lean

The development starts with a complex inner product space `E`, not yet assumed finite-dimensional.

```lean
import Mathlib

open Polynomial

namespace ShortRecurrenceArnoldi

noncomputable section

variable {E : Type*} [NormedAddCommGroup E] [InnerProductSpace ℂ E]
```

The vectors are given as a function `q : ℕ → E`, and `krylovSpan q l` is V_l. The set `Set.Iic l` contains the indices 0, …, l.

```lean
/-- The span of the vectors `q 0, ..., q l`. -/
def krylovSpan (q : ℕ → E) (l : ℕ) : Submodule ℂ E :=
  Submodule.span ℂ (q '' Set.Iic l)
```

The number m limits how much of `q` is used; later values are unconstrained. `ArnoldiBasis A q m` records orthonormality and the one-step reach of A. It does not require the coefficients ⟨q_(j+1), A q_j⟩ to be nonzero, so the spans need not be the Krylov spaces of q_0. Sequences produced by an Arnoldi run are included, and so are others.

```lean
/-- The first `m` vectors of `q` are orthonormal, and `A` applied to each of them except the last
reaches at most one vector further. -/
structure ArnoldiBasis (A : E →ₗ[ℂ] E) (q : ℕ → E) (m : ℕ) : Prop where
  orthonormal : ∀ i j, i < m → j < m → inner ℂ (q i) (q j) = if i = j then (1 : ℂ) else 0
  krylov : ∀ j, j + 1 < m → A (q j) ∈ krylovSpan q (j + 1)
```

The window collects the indices that survive in the recurrence, from max(0, j − s) to j.

```lean
/-- The indices `i ≤ j` that lie at most `s` steps behind `j`. -/
def window (s j : ℕ) : Finset ℕ := (Finset.range (j + 1)).filter (fun i => j ≤ i + s)
```

## How far A and p(A) reach

The first lemma is the inclusion of A V_l in V_(l+1) for l + 1 < m. It is proved by checking the generators of V_l, with `comap` expressing "the vectors that A sends into V_(l+1)".

```lean
/-- One application of `A` enlarges the span of the first basis vectors by at most one vector. -/
theorem apply_mem_krylovSpan {A : E →ₗ[ℂ] E} {q : ℕ → E} {m l : ℕ} (h : ArnoldiBasis A q m)
    (hl : l + 1 < m) {v : E} (hv : v ∈ krylovSpan q l) : A v ∈ krylovSpan q (l + 1) := by
  have hle : krylovSpan q l ≤ (krylovSpan q (l + 1)).comap A := by
    refine Submodule.span_le.2 ?_
    rintro _ ⟨j, hj, rfl⟩
    have hj' : j ≤ l := hj
    have hmono : krylovSpan q (j + 1) ≤ krylovSpan q (l + 1) :=
      Submodule.span_mono (Set.image_mono (Set.Iic_subset_Iic.2 (by omega)))
    exact hmono (h.krylov j (by omega))
  exact hle hv
```

Next comes the reach of a polynomial. `aeval A p` is p(A), and `natDegree` is the degree, with the zero polynomial assigned degree 0. The internal statement `hpow` is the induction on powers; `aeval_eq_sum_range` then writes p(A) as Σ_k c_k A^k, and each term is placed in V_(i+s).

```lean
/-- A polynomial in `A` of degree at most `s` carries `q i` into the span of `q 0, ..., q (i + s)`,
provided `i + s < m`. -/
theorem polynomial_apply_mem {A : E →ₗ[ℂ] E} {q : ℕ → E} {m s i : ℕ} (h : ArnoldiBasis A q m)
    {p : ℂ[X]} (hp : p.natDegree ≤ s) (hi : i + s < m) :
    aeval A p (q i) ∈ krylovSpan q (i + s) := by
  -- powers first
  have hpow : ∀ k, i + k < m → (A ^ k) (q i) ∈ krylovSpan q (i + k) := by
    intro k
    induction k with
    | zero =>
      intro _
      exact Submodule.subset_span ⟨i, le_refl i, rfl⟩
    | succ k ih =>
      intro hk
      rw [pow_succ']
      exact apply_mem_krylovSpan h (by omega) (ih (by omega))
  rw [aeval_eq_sum_range]
  simp only [LinearMap.sum_apply, LinearMap.smul_apply]
  refine Submodule.sum_mem _ (fun k hk => Submodule.smul_mem _ _ ?_)
  have hk' : k < p.natDegree + 1 := Finset.mem_range.1 hk
  have hmono : krylovSpan q (i + k) ≤ krylovSpan q (i + s) :=
    Submodule.span_mono (Set.image_mono (Set.Iic_subset_Iic.2 (by omega)))
  exact hmono (hpow k (by omega))
```

For l < m, the expansion of a vector of V_l in the orthonormal vectors q_0, …, q_l is proved by induction over the span. It holds for a generator q_k, where a single term of the sum survives, and is preserved by addition and by scalar multiplication.

```lean
/-- A vector in the span of `q 0, ..., q l` is the sum of its orthogonal projections onto them. -/
theorem krylov_expansion {A : E →ₗ[ℂ] E} {q : ℕ → E} {m l : ℕ} (h : ArnoldiBasis A q m)
    (hl : l < m) {v : E} (hv : v ∈ krylovSpan q l) :
    v = ∑ i ∈ Finset.range (l + 1), (inner ℂ (q i) v : ℂ) • q i := by
  unfold krylovSpan at hv
  induction hv using Submodule.span_induction with
  | mem x hx =>
    obtain ⟨k, hk, rfl⟩ := hx
    have hk' : k ≤ l := hk
    rw [Finset.sum_eq_single k]
    · rw [h.orthonormal k k (by omega) (by omega), if_pos rfl, one_smul]
    · intro i hi hik
      have hi' := Finset.mem_range.1 hi
      rw [h.orthonormal i k (by omega) (by omega), if_neg hik, zero_smul]
    · intro hn
      exact absurd (Finset.mem_range.2 (by omega)) hn
  | zero => simp
  | add x y _ _ hx hy =>
    simp only [inner_add_right, add_smul, Finset.sum_add_distrib]
    exact congrArg₂ (· + ·) hx hy
  | smul a x _ hx =>
    simp only [inner_smul_right, mul_smul, ← Finset.smul_sum]
    exact congrArg (a • ·) hx
```

## The zero coefficients and the recurrence

From here on `E` is finite-dimensional, which is the setting of `LinearMap.adjoint`. The hypothesis `hA` is the equation A* = p(A). It restricts the operator, not the starting vector, and is assumed here.

The rewriting follows the derivation by hand: `adjoint_inner_left` moves A to the left, `hA` turns its adjoint into p(A), and the expansion lemma reduces the inner product to terms ⟨q_k, q_j⟩ with k < j.

```lean
variable [FiniteDimensional ℂ E]

/-- If the adjoint of `A` is a polynomial in `A` of degree at most `s`, the Arnoldi coefficient `⟨q
i, A q j⟩` vanishes whenever `i + s < j < m`. -/
theorem arnoldi_coefficient_eq_zero {A : E →ₗ[ℂ] E} {q : ℕ → E} {m s i j : ℕ}
    (h : ArnoldiBasis A q m) {p : ℂ[X]} (hp : p.natDegree ≤ s)
    (hA : LinearMap.adjoint A = aeval A p) (hij : i + s < j) (hj : j < m) :
    inner ℂ (q i) (A (q j)) = (0 : ℂ) := by
  -- move `A` to the left slot, where it becomes `p(A)`
  rw [← LinearMap.adjoint_inner_left, hA,
    krylov_expansion h (by omega) (polynomial_apply_mem h hp (by omega : i + s < m)), sum_inner]
  refine Finset.sum_eq_zero (fun k hk => ?_)
  have hk' := Finset.mem_range.1 hk
  rw [inner_smul_left, h.orthonormal k j (by omega) hj, if_neg (by omega), mul_zero]
```

`short_recurrence` states both the identity for the multiple of q_(j+1) and the bound on the number of subtracted terms. Its proof expands A q_j, separates the term with index j + 1, and uses `Finset.sum_subset` to replace the full sum by the sum over the window. The count follows because the window lies in the interval from j − s to j.

Only this direction is proved here: whether an operator with short recurrences must have an adjoint of this form is a separate question.

```lean
/-- If the adjoint of `A` is a polynomial in `A` of degree at most `s`, subtracting from `A q j` its
components along at most `s + 1` of the vectors `q 0, ..., q j` leaves its component along `q (j +
1)`, which may be zero. Here `j + 1 < m`. -/
theorem short_recurrence {A : E →ₗ[ℂ] E} {q : ℕ → E} {m s j : ℕ}
    (h : ArnoldiBasis A q m) {p : ℂ[X]} (hp : p.natDegree ≤ s)
    (hA : LinearMap.adjoint A = aeval A p) (hj : j + 1 < m) :
    (inner ℂ (q (j + 1)) (A (q j)) : ℂ) • q (j + 1)
        = A (q j) - ∑ i ∈ window s j, (inner ℂ (q i) (A (q j)) : ℂ) • q i
      ∧ (window s j).card ≤ s + 1 := by
  constructor
  · have e := krylov_expansion h hj (h.krylov j hj)
    rw [Finset.sum_range_succ] at e
    -- coefficients outside the window vanish
    have w : ∑ i ∈ window s j, (inner ℂ (q i) (A (q j)) : ℂ) • q i
        = ∑ i ∈ Finset.range (j + 1), (inner ℂ (q i) (A (q j)) : ℂ) • q i := by
      refine Finset.sum_subset (Finset.filter_subset _ _) (fun i hi hn => ?_)
      have hlt : i + s < j := by
        by_contra hc
        exact hn (Finset.mem_filter.2 ⟨hi, by omega⟩)
      rw [arnoldi_coefficient_eq_zero h hp hA hlt (by omega), zero_smul]
    rw [w]
    exact eq_sub_of_add_eq ((add_comm _ _).trans e.symm)
  · have hsub : window s j ⊆ Finset.Icc (j - s) j := by
      intro i hi
      simp only [window, Finset.mem_filter, Finset.mem_range] at hi
      exact Finset.mem_Icc.2 (by omega)
    have hc := Finset.card_le_card hsub
    rw [Nat.card_Icc] at hc
    omega
```

The Lanczos case sets p = X and s = 1. Indices are shifted by one, so that A acts on q_(j+1) and both vectors to be subtracted along, q_j and q_(j+1), exist. The first step, with only q_0 to subtract, is the case j = 0 of `short_recurrence`.

```lean
/-- For a self-adjoint operator the recurrence has three terms (Lanczos). -/
theorem lanczos_recurrence {A : E →ₗ[ℂ] E} {q : ℕ → E} {m j : ℕ}
    (h : ArnoldiBasis A q m) (hA : LinearMap.adjoint A = A) (hj : j + 2 < m) :
    (inner ℂ (q (j + 2)) (A (q (j + 1))) : ℂ) • q (j + 2)
      = A (q (j + 1)) - ((inner ℂ (q j) (A (q (j + 1))) : ℂ) • q j
          + (inner ℂ (q (j + 1)) (A (q (j + 1))) : ℂ) • q (j + 1)) := by
  have hX : LinearMap.adjoint A = aeval A (X : ℂ[X]) := by rw [aeval_X, hA]
  have hw : window 1 (j + 1) = {j, j + 1} := by
    ext i
    simp only [window, Finset.mem_filter, Finset.mem_range, Finset.mem_insert,
      Finset.mem_singleton]
    omega
  have r := (short_recurrence (j := j + 1) h natDegree_X_le hX hj).1
  rw [hw, Finset.sum_pair (by omega)] at r
  exact r
```

## Interpolating complex conjugation

The hypotheses describe an orthonormal basis `b` of eigenvectors with eigenvalues `ev i`, repetitions allowed. `Finset.univ.image ev` is the set of distinct eigenvalues, and its cardinality is d. The bound uses `degree`, for which the zero polynomial lies below every natural number, so the statement also holds on the zero space.

The proof compares the matrix elements ⟨p(A) b_i, b_j⟩ and ⟨b_i, A b_j⟩. For i = j both equal λ_i, as the conjugate in the left slot undoes the one in p(λ_i) = conj(λ_i); for i ≠ j both vanish.

```lean
/-- If `A` has an orthonormal eigenbasis, its adjoint is a polynomial in `A` of degree below the
number of distinct eigenvalues. -/
theorem adjoint_eq_polynomial {ι : Type*} [Fintype ι] (A : E →ₗ[ℂ] E)
    (b : OrthonormalBasis ι ℂ E) (ev : ι → ℂ) (hb : ∀ i, A (b i) = ev i • b i) :
    ∃ p : ℂ[X], p.degree < ((Finset.univ.image ev).card : WithBot ℕ) ∧
      LinearMap.adjoint A = aeval A p := by
  have hinj : Set.InjOn (id : ℂ → ℂ) (Finset.univ.image ev : Finset ℂ) :=
    Function.injective_id.injOn
  -- interpolate complex conjugation on the spectrum
  refine ⟨Lagrange.interpolate (Finset.univ.image ev) id (fun z => starRingEnd ℂ z),
    Lagrange.degree_interpolate_lt _ hinj, ?_⟩
  symm
  rw [LinearMap.eq_adjoint_iff_basis b.toBasis b.toBasis]
  intro i j
  have hv : Module.End.HasEigenvector A (ev i) (b i) :=
    ⟨Module.End.mem_eigenspace_iff.2 (hb i), b.orthonormal.ne_zero i⟩
  have he := Lagrange.eval_interpolate_at_node (fun z => starRingEnd ℂ z) hinj
    (Finset.mem_image_of_mem ev (Finset.mem_univ i))
  simp only [id_eq] at he
  rw [b.coe_toBasis, Module.End.aeval_apply_of_hasEigenvector hv, he, hb j,
    inner_smul_left, inner_smul_right, Complex.conj_conj]
  by_cases hij : i = j
  · rw [hij]
  · rw [b.orthonormal.2 hij, mul_zero, mul_zero]
```

## A non-Hermitian three-site chain

The operator `chain` acts on the state space of one particle on three sites. It is not a Hamiltonian, but a matrix of the kind that occurs in implicit propagation:

A = [[1, i, 0], [i, 1, i], [0, i, 1]].

It has the form 1 + iH, where H is the real nearest-neighbour hopping matrix.

```lean
/-- The non-Hermitian operator `1 + iH` on three sites, where the matrix `H` has entries `1` between
neighbours and `0` elsewhere. -/
def chain : EuclideanSpace ℂ (Fin 3) →ₗ[ℂ] EuclideanSpace ℂ (Fin 3) where
  toFun x := !₂[x 0 + Complex.I * x 1, Complex.I * x 0 + x 1 + Complex.I * x 2,
    Complex.I * x 1 + x 2]
  map_add' x y := by
    ext k
    fin_cases k <;> simp <;> ring
  map_smul' c x := by
    ext k
    fin_cases k <;> simp <;> ring
```

The vector `site j` is the normalised state on site j, for j = 0, 1, 2.

```lean
/-- The state localised on site `j` of the chain for `j < 3`, and the zero vector for larger `j`. -/
def site (j : ℕ) : EuclideanSpace ℂ (Fin 3) :=
  WithLp.toLp 2 (fun k : Fin 3 => if (k : ℕ) = j then (1 : ℂ) else 0)
```

The last theorem confirms that A* = 2 − A and that the site states satisfy `ArnoldiBasis` with m = 3. The hypotheses of the recurrence are therefore met with s = 1 by an operator that is not self-adjoint.

The adjoint is checked through ⟨(2 − A)x, y⟩ = ⟨x, A y⟩ in components. The reach condition follows from the explicit images of sites 0 and 1. Here ⟨q_1, A q_0⟩ = i, so the site states differ by phases from the vectors of an Arnoldi run that keeps these coefficients positive.

```lean
/-- The chain has adjoint `2 - A`, and its three site states form an Arnoldi basis. -/
theorem chain_witness :
    LinearMap.adjoint chain = aeval chain (C 2 - X : ℂ[X]) ∧ ArnoldiBasis chain site 3 := by
  refine ⟨((LinearMap.eq_adjoint_iff _ _).2 fun x y => ?_).symm, ?_, ?_⟩
  · rw [map_sub, aeval_C, aeval_X, LinearMap.sub_apply, Module.algebraMap_end_apply]
    have h2 : starRingEnd ℂ (2 : ℂ) = 2 := Complex.ext (by simp) (by simp)
    simp [chain, PiLp.inner_apply, Fin.sum_univ_succ]
    linear_combination (starRingEnd ℂ (x 0) * y 0 + starRingEnd ℂ (x 1) * y 1
      + starRingEnd ℂ (x 2) * y 2) * h2
  · intro i j hi hj
    -- expand in components before simplifying
    simp only [site, PiLp.inner_apply, Fin.sum_univ_three]
    interval_cases i <;> interval_cases j <;> simp
  · have h0 : chain (site 0) = site 0 + Complex.I • site 1 := by
      ext k
      fin_cases k <;> simp [chain, site]
    have h1 : chain (site 1) = Complex.I • site 0 + site 1 + Complex.I • site 2 := by
      ext k
      fin_cases k <;> simp [chain, site]
    have hm : ∀ k l : ℕ, k ≤ l → site k ∈ krylovSpan site l :=
      fun k l hkl => Submodule.subset_span ⟨k, hkl, rfl⟩
    intro j hj
    have hj' : j = 0 ∨ j = 1 := by omega
    rcases hj' with rfl | rfl
    · rw [h0]
      exact Submodule.add_mem _ (hm 0 _ (by omega)) (Submodule.smul_mem _ _ (hm 1 _ (by omega)))
    · rw [h1]
      exact Submodule.add_mem _ (Submodule.add_mem _
        (Submodule.smul_mem _ _ (hm 0 _ (by omega))) (hm 1 _ (by omega)))
        (Submodule.smul_mem _ _ (hm 2 _ (by omega)))

end

end ShortRecurrenceArnoldi
```

```lean
#print axioms ShortRecurrenceArnoldi.short_recurrence
-- 'ShortRecurrenceArnoldi.short_recurrence' depends on axioms: [propext, Classical.choice, Quot.sound]
#print axioms ShortRecurrenceArnoldi.lanczos_recurrence
-- 'ShortRecurrenceArnoldi.lanczos_recurrence' depends on axioms: [propext, Classical.choice, Quot.sound]
#print axioms ShortRecurrenceArnoldi.adjoint_eq_polynomial
-- 'ShortRecurrenceArnoldi.adjoint_eq_polynomial' depends on axioms: [propext, Classical.choice, Quot.sound]
```
